# The Larmor time τ_z of a wide rectangular barrier grows as a/κ for energies below the top

A particle of energy $E$ meets a rectangular barrier of height $V$ and width $a$, with $0<E<V$ and $\hbar=m=1$. Let $T$ be its transmission probability and $\kappa=\sqrt{2(V-E)}$. Then the Larmor time $\tau_z=-\tfrac12\,\partial_V\log T$ exists at every width, and

$$\frac{\tau_z(a)}{a}\to\frac1\kappa,\qquad \tau_z(a)-\frac a\kappa\to\frac{V-2E}{2V(V-E)}\qquad(a\to\infty).$$

The value $a/\kappa$ is the Büttiker-Landauer time. It is usually obtained from a barrier whose height oscillates in time; the barrier here is static, and the ratio of $\tau_z$ to $a/\kappa$ tends to 1 at large width.

```lean
import Mathlib

open Filter Topology

namespace LarmorTunnellingTime

noncomputable section
```

## The barrier and its spin clock

Outside the barrier the wave number is $k=\sqrt{2E}$.

```lean
/-- Wave number `k = √(2E)` of a free particle of energy `E ≥ 0` (units `ħ = m = 1`). -/
def waveNumber (E : ℝ) : ℝ := √(2 * E)
```

Inside, the wave function is built from $e^{\pm\kappa x}$.

```lean
/-- Decay rate `κ = √(2(V - E))` of the wave function under a barrier of height `V ≥ E`. -/
def decayRate (E V : ℝ) : ℝ := √(2 * (V - E))
```

The transmission probability is taken in closed form,

$$T=\frac{1}{1+\dfrac{V^2\sinh^2(\kappa a)}{4E(V-E)}},$$

and is tied to the wave function below. All parameters are real numbers, and the conditions $0<E<V$ enter as the hypotheses `hE` and `hV` of the theorems.

```lean
/-- Transmission probability of a rectangular barrier of height `V` and width `a`,
for energies `0 < E < V`. -/
def transmission (E V a : ℝ) : ℝ :=
  1 / (1 + V ^ 2 * Real.sinh (decayRate E V * a) ^ 2 / (4 * E * (V - E)))
```

The derivative in $\tau_z$ is taken at fixed $E$ and $a$, so $\kappa$ varies with the height too.

```lean
/-- Larmor time `τ_z = -(1/2) ∂ log T / ∂V`, for energies `0 < E < V`. -/
def larmorTime (E V a : ℝ) : ℝ :=
  -(1 / 2) * deriv (fun U => Real.log (transmission E U a)) V
```

The clock is a weak magnetic field confined to the barrier. With Larmor frequency $\omega$, it shifts the height to $V-\omega/2$ for spin up and $V+\omega/2$ for spin down. An unpolarised beam emerges with polarisation

$$P(\omega)=\frac{T(V-\omega/2)-T(V+\omega/2)}{T(V-\omega/2)+T(V+\omega/2)}.$$

This describes stationary plane waves in one dimension. It measures spin alignment along the field; precession about the field, which defines a different Larmor time, is not treated.

```lean
/-- Polarisation of an initially unpolarised transmitted beam when a field inside the barrier
shifts its height to `V - ω/2` for spin up and `V + ω/2` for spin down, both above `E > 0`. -/
def polarization (E V a ω : ℝ) : ℝ :=
  (transmission E (V - ω / 2) a - transmission E (V + ω / 2) a) /
    (transmission E (V - ω / 2) a + transmission E (V + ω / 2) a)
```

Since $4E(V-E)>0$, the denominator of $T$ is at least 1, so $T>0$ and its logarithm is meaningful.

```lean
/-- For `0 < E < V` the transmission probability is positive. -/
theorem transmission_pos {E V : ℝ} (hE : 0 < E) (hV : E < V) (a : ℝ) :
    0 < transmission E V a := by
  have hD : 0 < 4 * E * (V - E) := mul_pos (by positivity) (sub_pos.2 hV)
  have h := div_nonneg
    (by positivity : 0 ≤ V ^ 2 * Real.sinh (decayRate E V * a) ^ 2) hD.le
  exact one_div_pos.2 (by linarith)
```

## Transmission from matching at the two edges

Take $e^{ikx}+re^{-ikx}$ on the left, $A\cosh\kappa x+B\sinh\kappa x$ inside and $te^{ikx}$ on the right. Write $c=\cosh\kappa a$, $s=\sinh\kappa a$ and $w=te^{ika}$. Continuity of value and slope gives

$$1+r=A,\quad ik(1-r)=\kappa B,\quad Ac+Bs=w,\quad \kappa(As+Bc)=ikw.$$

Using $c^2-s^2=1$, the last two equations yield

$$\kappa A=w(\kappa c-iks),\qquad \kappa B=w(ikc-\kappa s).$$

The first two give $2ik=ikA+\kappa B$. Multiplying by $\kappa$ and inserting the above,

$$2ik\kappa=w\left[(k^2-\kappa^2)s+2ik\kappa c\right].$$

Now take squared moduli, with $|w|=|t|$, $k^2=2E$ and $\kappa^2=2(V-E)$. Because $c^2=1+s^2$ and $(2E-V)^2+4E(V-E)=V^2$,

$$|t|^2\left[4E(V-E)+V^2s^2\right]=4E(V-E),$$

which is $|t|^2=T$.

In the theorem, `h1` to `h4` are the four matching equations, for any complex amplitudes that satisfy them. The inner statement `key` performs the elimination, with `q` standing for $\kappa$; its `linear_combination` steps are the combinations of equations used above.

```lean
/-- Let `0 < E < V`. If the wave `exp(ikx) + r exp(-ikx)` on the left, `A cosh κx + B sinh κx`
in the barrier and `t exp(ikx)` on the right match in value and slope at `x = 0` and `x = a`,
then `|t|²` is the transmission probability. -/
theorem norm_sq_eq_transmission {E V a : ℝ} (hE : 0 < E) (hV : E < V) {r A B t : ℂ}
    (h1 : 1 + r = A)
    (h2 : Complex.I * waveNumber E * (1 - r) = decayRate E V * B)
    (h3 : A * Real.cosh (decayRate E V * a) + B * Real.sinh (decayRate E V * a)
      = t * Complex.exp ((waveNumber E * a : ℝ) * Complex.I))
    (h4 : decayRate E V * (A * Real.sinh (decayRate E V * a)
        + B * Real.cosh (decayRate E V * a))
      = Complex.I * waveNumber E * (t * Complex.exp ((waveNumber E * a : ℝ) * Complex.I))) :
    ‖t‖ ^ 2 = transmission E V a := by
  -- eliminate the amplitudes `r`, `A`, `B` and take the squared modulus
  have key : ∀ (k q c s : ℝ) (w : ℂ), c ^ 2 - s ^ 2 = 1 →
      Complex.I * k * (1 - r) = q * B → A * c + B * s = w →
      q * (A * s + B * c) = Complex.I * k * w →
      Complex.normSq w * (((k ^ 2 - q ^ 2) * s) ^ 2 + (2 * k * q * c) ^ 2)
        = (2 * k * q) ^ 2 := by
    intro k q c s w hcs g2 g3 g4
    have hc : (c : ℂ) ^ 2 - (s : ℂ) ^ 2 = 1 := by exact_mod_cast hcs
    have hA : q * A = w * (q * c - Complex.I * k * s) := by
      linear_combination (q * c : ℂ) * g3 - (s : ℂ) * g4 - q * A * hc
    have hB : q * B = w * (Complex.I * k * c - q * s) := by
      linear_combination (c : ℂ) * g4 - (q * s : ℂ) * g3 - q * B * hc
    have K : w * ((((k ^ 2 - q ^ 2) * s : ℝ) : ℂ) + ((2 * k * q * c : ℝ) : ℂ) * Complex.I)
        = ((0 : ℝ) : ℂ) + ((2 * k * q : ℝ) : ℂ) * Complex.I := by
      push_cast
      linear_combination -(q : ℂ) * (Complex.I * k * h1 + g2) - Complex.I * k * hA
        - (q : ℂ) * hB + w * s * k ^ 2 * Complex.I_sq
    have N := congrArg Complex.normSq K
    rw [Complex.normSq_mul, Complex.normSq_add_mul_I, Complex.normSq_add_mul_I] at N
    linear_combination N
  have hN := key _ _ _ _ _ (Real.cosh_sq_sub_sinh_sq _) h2 h3 h4
  rw [Complex.normSq_eq_norm_sq, norm_mul, Complex.norm_exp_ofReal_mul_I, mul_one] at hN
  have hk : waveNumber E ^ 2 = 2 * E := Real.sq_sqrt (by linarith)
  have hq : decayRate E V ^ 2 = 2 * (V - E) := Real.sq_sqrt (by linarith)
  have hD : 0 < 4 * E * (V - E) := mul_pos (by positivity) (sub_pos.2 hV)
  unfold transmission
  have hc := Real.cosh_sq (decayRate E V * a)
  generalize Real.cosh (decayRate E V * a) = c at *
  generalize Real.sinh (decayRate E V * a) = s at *
  have hM : 0 < 4 * E * (V - E) + V ^ 2 * s ^ 2 := by
    have : 0 ≤ V ^ 2 * s ^ 2 := by positivity
    linarith
  have e1 : ((waveNumber E ^ 2 - decayRate E V ^ 2) * s) ^ 2
      + (2 * waveNumber E * decayRate E V * c) ^ 2
      = 4 * (4 * E * (V - E) + V ^ 2 * s ^ 2) := by
    rw [mul_pow _ c, mul_pow _ (decayRate E V), mul_pow 2, hk, hq, hc]
    ring
  have e2 : (2 * waveNumber E * decayRate E V) ^ 2 = 4 * (4 * E * (V - E)) := by
    rw [mul_pow _ (decayRate E V), mul_pow 2, hk, hq]
    ring
  rw [e1, e2] at hN
  have hS : 1 + V ^ 2 * s ^ 2 / (4 * E * (V - E))
      = (4 * E * (V - E) + V ^ 2 * s ^ 2) / (4 * E * (V - E)) := by
    rw [add_div, div_self hD.ne']
  rw [hS, one_div_div, eq_div_iff hM.ne']
  linear_combination (1 / 4) * hN
```

## The Larmor time at every width

From $\kappa^2=2(V-E)$ follows $d\kappa/dV=1/\kappa$, hence $\partial_V s^2=2sc\,a/\kappa$. Put $D=4E(V-E)$, $M=D+V^2s^2$ and $F=V^2s^2/D$. Then $\log T=-\log(1+F)$, $1+F=M/D$, and

$$\partial_VF=\frac{(2Vs^2+2V^2sc\,a/\kappa)D-4EV^2s^2}{D^2}.$$

Dividing by $1+F$, and using $2V-V^2/(V-E)=V(V-2E)/(V-E)$, gives

$$\tau_z=\frac12\,\frac{\partial_VF}{1+F}=\frac{Vs}{M}\left[\frac{Vac}{\kappa}+\frac{s(V-2E)}{2(V-E)}\right].$$

`HasDerivAt` states that the derivative exists and has the given value, here $-2\tau_z$. The steps `h2` and `h3` differentiate $\kappa$ and $s^2$, `h6` assembles the chain rule, and `alg` simplifies the quotient.

```lean
/-- For `0 < E < V` the logarithm of the transmission probability is differentiable in the
barrier height, with the stated closed form of the derivative at every width `a`. -/
theorem hasDerivAt_log_transmission {E V : ℝ} (hE : 0 < E) (hV : E < V) (a : ℝ) :
    HasDerivAt (fun U => Real.log (transmission E U a))
      (-2 * (V * Real.sinh (decayRate E V * a) *
        (V * a * Real.cosh (decayRate E V * a) / decayRate E V
          + Real.sinh (decayRate E V * a) * (V - 2 * E) / (2 * (V - E))) /
        (4 * E * (V - E) + V ^ 2 * Real.sinh (decayRate E V * a) ^ 2))) V := by
  have hd : 0 < V - E := sub_pos.2 hV
  have hd0 : V - E ≠ 0 := hd.ne'
  have hE0 : E ≠ 0 := hE.ne'
  have hD : 0 < 4 * E * (V - E) := mul_pos (by positivity) hd
  have hk : 0 < decayRate E V := Real.sqrt_pos.2 (by linarith)
  have hM : 0 < 4 * E * (V - E) + V ^ 2 * Real.sinh (decayRate E V * a) ^ 2 := by
    have : 0 ≤ V ^ 2 * Real.sinh (decayRate E V * a) ^ 2 := by positivity
    linarith
  have hS : 1 + V ^ 2 * Real.sinh (decayRate E V * a) ^ 2 / (4 * E * (V - E))
      = (4 * E * (V - E) + V ^ 2 * Real.sinh (decayRate E V * a) ^ 2)
        / (4 * E * (V - E)) := by
    rw [add_div, div_self hD.ne']
  -- the decay rate responds to the barrier height as `dκ/dV = 1/κ`
  have h1 : HasDerivAt (fun U : ℝ => 2 * (U - E)) 2 V :=
    (((hasDerivAt_id' V).sub_const E).const_mul (2 : ℝ)).congr_deriv (by ring)
  have h2 : HasDerivAt (fun U => decayRate E U) (1 / decayRate E V) V :=
    (h1.sqrt (by linarith : 0 < 2 * (V - E)).ne').congr_deriv (by
      change 2 / (2 * decayRate E V) = 1 / decayRate E V
      field_simp)
  have h3 : HasDerivAt (fun U => Real.sinh (decayRate E U * a) ^ 2)
      (2 * Real.sinh (decayRate E V * a) *
        (Real.cosh (decayRate E V * a) * (1 / decayRate E V * a))) V :=
    ((h2.mul_const a).sinh.fun_pow 2).congr_deriv (by norm_num)
  have h4 : HasDerivAt (fun U : ℝ => U ^ 2) (2 * V) V := by
    simpa using hasDerivAt_pow 2 V
  have h5 : HasDerivAt (fun U : ℝ => 4 * E * (U - E)) (4 * E) V :=
    (((hasDerivAt_id' V).sub_const E).const_mul (4 * E)).congr_deriv (by ring)
  have h6 := ((((h4.fun_mul h3).fun_div h5 hD.ne').const_add 1).log
    (by rw [hS]; exact (div_pos hM hD).ne')).fun_neg
  have hf : (fun U => Real.log (transmission E U a)) = fun U =>
      -Real.log (1 + U ^ 2 * Real.sinh (decayRate E U * a) ^ 2 / (4 * E * (U - E))) := by
    funext U
    rw [transmission, one_div, Real.log_inv]
  have alg : ∀ s c k M : ℝ, k ≠ 0 → M ≠ 0 →
      -(((2 * V * s ^ 2 + V ^ 2 * (2 * s * (c * (1 / k * a)))) * (4 * E * (V - E))
        - V ^ 2 * s ^ 2 * (4 * E)) / (4 * E * (V - E)) ^ 2 / (M / (4 * E * (V - E))))
      = -2 * (V * s * (V * a * c / k + s * (V - 2 * E) / (2 * (V - E))) / M) := by
    intro s c k M hk0 hM0
    field_simp
    ring
  rw [hf]
  refine h6.congr_deriv ?_
  rw [hS]
  exact alg _ _ _ _ hk.ne' hM.ne'
```

## Polarisation in a weak field

At $\omega=0$ the numerator of $P$ vanishes, so only its own derivative contributes:

$$P'(0)=\frac{-\frac12\partial_VT-\frac12\partial_VT}{2T}=-\frac12\,\partial_V\log T=\tau_z.$$

The proof first recovers $\partial_VT=T\,\partial_V\log T$ by exponentiating the logarithm, which is allowed because $T$ stays positive at nearby heights. It then applies the chain rule to the two spin components (`hm`, `hp`) and the quotient rule.

```lean
/-- For `0 < E < V` the spin polarisation of the transmitted beam, as a function of the Larmor
frequency `ω`, is differentiable at `ω = 0`, and its derivative there is the Larmor time. -/
theorem hasDerivAt_polarization {E V : ℝ} (hE : 0 < E) (hV : E < V) (a : ℝ) :
    HasDerivAt (polarization E V a) (larmorTime E V a) 0 := by
  have hL := (hasDerivAt_log_transmission hE hV a).differentiableAt.hasDerivAt
  unfold larmorTime
  generalize deriv (fun U => Real.log (transmission E U a)) V = L at *
  have ht := transmission_pos hE hV a
  -- recover the derivative of `T` from that of `log T`
  have hT : HasDerivAt (fun U => transmission E U a) (transmission E V a * L) V := by
    have h := hL.exp
    rw [Real.exp_log ht] at h
    refine h.congr_of_eventuallyEq ?_
    filter_upwards [lt_mem_nhds hV] with U hU
    exact (Real.exp_log (transmission_pos hE hU a)).symm
  have hm : HasDerivAt (fun ω : ℝ => transmission E (V - ω / 2) a)
      (transmission E V a * L * (-(1 / 2))) 0 := by
    have hi : HasDerivAt (fun ω : ℝ => V - ω / 2) (-(1 / 2)) 0 :=
      ((hasDerivAt_id' (0 : ℝ)).div_const 2).const_sub V
    have h := HasDerivAt.comp_of_eq (0 : ℝ) hT hi (by simp)
    exact h
  have hp : HasDerivAt (fun ω : ℝ => transmission E (V + ω / 2) a)
      (transmission E V a * L * (1 / 2)) 0 := by
    have hi : HasDerivAt (fun ω : ℝ => V + ω / 2) (1 / 2) 0 :=
      ((hasDerivAt_id' (0 : ℝ)).div_const 2).const_add V
    have h := HasDerivAt.comp_of_eq (0 : ℝ) hT hi (by simp)
    exact h
  have hne : transmission E (V - 0 / 2) a + transmission E (V + 0 / 2) a ≠ 0 := by
    rw [zero_div, sub_zero, add_zero]
    positivity
  refine ((hm.fun_sub hp).fun_div (hm.fun_add hp) hne).congr_deriv ?_
  simp only [zero_div, sub_zero, add_zero]
  rw [div_eq_iff (by positivity)]
  ring
```

## The constant offset of a wide barrier

Subtracting $a/\kappa$ from the closed form leaves

$$\tau_z-\frac a\kappa=\frac1M\left[\frac a\kappa\left(V^2s(c-s)-D\right)+\frac{V(V-2E)}{2(V-E)}s^2\right].$$

Let $q=e^{-\kappa a}$ and $u=1-q^2$, so that $c-s=q$ and $2qs=u$. Multiplying numerator and denominator by $4q^2$,

$$\tau_z-\frac a\kappa=\frac{\dfrac{V(V-2E)}{2(V-E)}u^2+\dfrac{2V^2u-4D}{\kappa}\,(aq)\,q}{4Dq^2+V^2u^2}.$$

As $a\to\infty$, both $q$ and $aq$ tend to zero and $u\to1$. What remains is $(V-2E)/(2V(V-E))$.

In the code `k` now stands for $\kappa$. The limits of $q$ and $aq$ are `hq` and `hp`, and `alg` is the identity just displayed. `Tendsto … atTop (𝓝 …)` expresses convergence as the width grows without bound.

```lean
/-- For `0 < E < V` the Larmor time of a wide barrier is `a/κ` plus a constant offset:
`τ_z(a) - a/κ` tends to `(V - 2E)/(2V(V - E))` as the width `a` grows. -/
theorem larmorTime_sub_tendsto {E V : ℝ} (hE : 0 < E) (hV : E < V) :
    Tendsto (fun a => larmorTime E V a - a / decayRate E V) atTop
      (𝓝 ((V - 2 * E) / (2 * V * (V - E)))) := by
  have hd : 0 < V - E := sub_pos.2 hV
  have hd0 : V - E ≠ 0 := hd.ne'
  have hV0 : V ≠ 0 := (hE.trans hV).ne'
  have hD : 0 < 4 * E * (V - E) := mul_pos (by positivity) hd
  have hk : 0 < decayRate E V := Real.sqrt_pos.2 (by linarith)
  have hτ : ∀ a, larmorTime E V a = _ := fun a =>
    congrArg (fun x => -(1 / 2) * x) (hasDerivAt_log_transmission hE hV a).deriv
  simp only [hτ]
  generalize decayRate E V = k at *
  have hk0 : k ≠ 0 := hk.ne'
  -- both `exp(-κa)` and `a exp(-κa)` die out
  have hlin : Tendsto (fun a : ℝ => k * a) atTop atTop := tendsto_id.const_mul_atTop hk
  have hq : Tendsto (fun a : ℝ => Real.exp (-(k * a))) atTop (𝓝 0) :=
    Real.tendsto_exp_neg_atTop_nhds_zero.comp hlin
  have hp : Tendsto (fun a : ℝ => a * Real.exp (-(k * a))) atTop (𝓝 0) := by
    have h := ((Real.tendsto_pow_mul_exp_neg_atTop_nhds_zero 1).comp hlin).const_mul k⁻¹
    rw [mul_zero] at h
    refine h.congr fun a => ?_
    simp only [Function.comp_apply, pow_one]
    rw [← mul_assoc, inv_mul_cancel_left₀ hk0]
  have hu := (hq.pow 2).const_sub 1
  have hnum := ((hu.pow 2).const_mul (V * (V - 2 * E) / (2 * (V - E)))).add
    ((((hu.const_mul (2 * V ^ 2)).sub_const (4 * (4 * E * (V - E)))).div_const k).mul
      (hp.mul hq))
  have hden := ((hq.pow 2).const_mul (4 * (4 * E * (V - E)))).add
    ((hu.pow 2).const_mul (V ^ 2))
  have hlim := hnum.div hden (by simp [hV0])
  have alg : ∀ a s q M : ℝ, q ≠ 0 → M ≠ 0 → M = 4 * E * (V - E) + V ^ 2 * s ^ 2 →
      (V * (V - 2 * E) / (2 * (V - E)) * (2 * q * s) ^ 2
        + (2 * V ^ 2 * (2 * q * s) - 4 * (4 * E * (V - E))) / k * (a * q * q))
        / (4 * q ^ 2 * M)
      = -(1 / 2) * (-2 * (V * s * (V * a * (s + q) / k
        + s * (V - 2 * E) / (2 * (V - E))) / M)) - a / k := by
    intro a s q M hq0 hM0 hM
    field_simp
    rw [hM]
    ring
  convert hlim.congr fun a => ?_ using 2
  · field_simp
    ring
  · have hc : Real.cosh (k * a) = Real.sinh (k * a) + Real.exp (-(k * a)) := by
      rw [← Real.cosh_sub_sinh]
      ring
    have hs : 1 - Real.exp (-(k * a)) ^ 2
        = 2 * Real.exp (-(k * a)) * Real.sinh (k * a) := by
      have h : Real.exp (k * a) * Real.exp (-(k * a)) = 1 := by
        rw [← Real.exp_add, add_neg_cancel, Real.exp_zero]
      rw [Real.sinh_eq]
      linear_combination -h
    have hM : 0 < 4 * E * (V - E) + V ^ 2 * Real.sinh (k * a) ^ 2 := by
      have : 0 ≤ V ^ 2 * Real.sinh (k * a) ^ 2 := by positivity
      linarith
    simp only [Pi.div_apply]
    rw [hc, hs, ← alg a _ _ _ (Real.exp_pos _).ne' hM.ne' rfl]
    congr 1
    ring
```

## The time per unit width

For $a>0$,

$$\frac{\tau_z}{a}=\frac1\kappa+\frac1a\left(\tau_z-\frac a\kappa\right).$$

The bracket converges and $1/a\to0$, so the ratio tends to $1/\kappa$. The theorem pairs this limit with differentiability of $\log T$ at every width.

For a single particle and a rectangular barrier, this gives a test of a numerical Larmor-clock calculation: below the barrier top, $\tau_z$ plotted against width must approach a straight line of known slope and intercept.

```lean
/-- For `0 < E < V` the Larmor time exists at every width, and per unit width it tends to
`1/κ`, the Büttiker-Landauer time per unit width, as the barrier grows wide. -/
theorem larmorTime_div_width_tendsto {E V : ℝ} (hE : 0 < E) (hV : E < V) :
    (∀ a, DifferentiableAt ℝ (fun U => Real.log (transmission E U a)) V) ∧
    Tendsto (fun a => larmorTime E V a / a) atTop (𝓝 (1 / decayRate E V)) := by
  refine ⟨fun a => (hasDerivAt_log_transmission hE hV a).differentiableAt, ?_⟩
  -- the bounded offset disappears after division by the width
  have h := ((larmorTime_sub_tendsto hE hV).mul tendsto_inv_atTop_zero).add_const
    (1 / decayRate E V)
  rw [mul_zero, zero_add] at h
  refine h.congr' ?_
  filter_upwards [eventually_gt_atTop 0] with a ha
  have hc : a / decayRate E V * a⁻¹ = 1 / decayRate E V := by
    rw [div_mul_eq_mul_div, mul_inv_cancel₀ ha.ne']
  rw [sub_mul, hc, sub_add_cancel, div_eq_mul_inv]

end

end LarmorTunnellingTime
```

```lean
#print axioms LarmorTunnellingTime.norm_sq_eq_transmission
#print axioms LarmorTunnellingTime.hasDerivAt_polarization
#print axioms LarmorTunnellingTime.larmorTime_div_width_tendsto
```

```
'LarmorTunnellingTime.norm_sq_eq_transmission' depends on axioms: [propext, Classical.choice, Quot.sound]
'LarmorTunnellingTime.hasDerivAt_polarization' depends on axioms: [propext, Classical.choice, Quot.sound]
'LarmorTunnellingTime.larmorTime_div_width_tendsto' depends on axioms: [propext, Classical.choice, Quot.sound]
```

## Above the barrier the limit is lost

Suppose $E<V$ is given up, and take $E=\tfrac32$, $V=1$. The physical transmission formula now contains a sine, with $p=\sqrt{2(E-V)}$:

$$T=\frac{1}{1+\dfrac{V^2\sin^2(pa)}{4E(E-V)}}.$$

Here $p=1$. At the widths $a=n\pi$ the sine vanishes and $\tau_z=0$. At $a=n\pi+\pi/4$, differentiation in $V$ gives $\tau_z/a\to-\tfrac17$ as $n\to\infty$. The ratio therefore has no limit. This example rests on the sine formula, which the Lean definition does not reproduce, since its real square root returns zero for negative arguments.
